# Exact propagation of a logarithmic-derivative mismatch between two nodeless solutions of $u'' = q\,u$

Let $u$ and $v$ be real solutions of the same radial equation $u'' = q\,u$ on $[a,b]$, $a \le b$, neither vanishing anywhere on the closed interval, and let $d = v'/v - u'/u$. Then $d\,u\,v$ is constant, so $d$ is zero everywhere or nowhere on $[a,b]$, and if $d(a) \ne 0$,

$$\frac{1}{u(b)^2 d(b)} = \frac{1}{u(a)^2 d(a)} + I, \qquad I = \int_a^b \frac{dr}{u(r)^2}.$$

The linear rule $d(b) \approx \big(u(a)^2/u(b)^2\big)\,d(a)$ is this law to first order in $d(a)$, and an upper bound on $d(b)$.

**Q.** I compare logarithmic derivatives of all-electron and pseudo wavefunctions. Where is the atom in your statement?

**A.** In $q$. For a particle of mass $m$, angular momentum $l$ and energy $E$ in a spherical potential $V(r)$, the function $u = rR$, with $R$ the radial wavefunction, obeys $u'' = q\,u$ with $q = 2m(V-E)/\hbar^2 + l(l+1)/r^2$. Beyond the core radius $r_c$ the screened pseudopotential of the reference atom equals the all-electron potential, so for $a \ge r_c$ the all-electron $u$ and the pseudo $v$ share one $q$ and differ only in the data arriving from the core. The law tells how a mismatch at one radius shows up at a larger one, for a single non-relativistic channel at fixed $E$ and $l$ in a fixed local potential. Equality of the two potentials is assumed, by using one `q` for both solutions.

```lean
import Mathlib

open Set

namespace LogDerivErrorPropagation

noncomputable section

/-- `u`, with slope `du`, solves the radial equation `u'' = q u` on `[a, b]`: both are
continuous on the closed interval and the equation holds in its interior. -/
structure IsSolution (q u du : ℝ → ℝ) (a b : ℝ) : Prop where
  cont : ContinuousOn u (Icc a b)
  cont_slope : ContinuousOn du (Icc a b)
  first : ∀ x ∈ Ioo a b, HasDerivAt u (du x) x
  second : ∀ x ∈ Ioo a b, HasDerivAt du (q x * u x) x
```

**Q.** This carries `du` as a second function. What stops it from being unrelated to $u'$, and what is asked of `q`?

**A.** The field `first` says that `du x` is the derivative of `u` at every interior point, and `second` says that `du` has derivative `q x * u x` there. At the two ends no derivative is demanded; for $a<b$, `cont_slope` makes `du a` and `du b` the limits of $u'$ from inside, which suits matching at $r_c$, where the equation changes on the other side. Here `Icc a b` is $[a,b]$ and `Ioo a b` is $(a,b)$. No separate hypothesis is placed on `q`, because it cancels in the first step. But `second` is required at every interior point, which rules out a jump of `q` where $u \ne 0$, so at a potential step the interval has to be split. The Wronskian $W = u v' - u' v$ and the mismatch $d$, with $u$ as reference, are plain formulas in the four functions.

```lean
/-- The Wronskian `u v' - u' v` of two radial functions. -/
def wronskian (u du v dv : ℝ → ℝ) (x : ℝ) : ℝ := u x * dv x - du x * v x

/-- The difference `d = v'/v - u'/u` of the logarithmic derivatives. -/
def logDerivError (u du v dv : ℝ → ℝ) (x : ℝ) : ℝ := dv x / v x - du x / u x
```

**Q.** Show me the cancellation.

**A.** Differentiate: $W' = (u'v' + u v'') - (u''v + u'v') = u\,q\,v - q\,u\,v = 0$. Integrating from $a$ to any $r \in [a,b]$ gives $W(r) = W(a)$. In `wronskian_const`, `hd` is this line: `fun_mul` is the product rule, `fun_sub` the difference, and `ring` reduces the derivative to zero. The fundamental theorem of calculus, `intervalIntegral.integral_eq_sub_of_hasDerivAt_of_le`, needs continuity on the closed interval (`hc`) and derivatives in the interior only, which is what `IsSolution` supplies. Nodes are allowed at this stage.

```lean
variable {q u du v dv : ℝ → ℝ} {a b : ℝ}

/-- The Wronskian of two solutions of the same radial equation is constant on `[a, b]`. -/
theorem wronskian_const (hu : IsSolution q u du a b) (hv : IsSolution q v dv a b)
    {r : ℝ} (hr : r ∈ Icc a b) : wronskian u du v dv r = wronskian u du v dv a := by
  have hc : ContinuousOn (fun x => u x * dv x - du x * v x) (Icc a b) :=
    (hu.cont.mul hv.cont_slope).sub (hu.cont_slope.mul hv.cont)
  -- W' = u q v - q u v = 0
  have hd : ∀ x ∈ Ioo a r, HasDerivAt (fun x => u x * dv x - du x * v x) 0 x := by
    intro x hx
    have hx' : x ∈ Ioo a b := ⟨hx.1, lt_of_lt_of_le hx.2 hr.2⟩
    exact (((hu.first x hx').fun_mul (hv.second x hx')).fun_sub
      ((hu.second x hx').fun_mul (hv.first x hx'))).congr_deriv (by ring)
  have h := intervalIntegral.integral_eq_sub_of_hasDerivAt_of_le (f' := fun _ => (0 : ℝ)) hr.1
    (hc.mono (Icc_subset_Icc_right hr.2)) hd (continuous_const.intervalIntegrable _ _)
  rw [intervalIntegral.integral_zero] at h
  unfold wronskian
  linarith
```

Where $u$ and $v$ are nonzero, $d\,u\,v = (v'/v - u'/u)\,u\,v = u v' - u' v = W$, and `field_simp` clears the denominators. Applying this at $r$ and at $a$ gives $d(r)u(r)v(r) = d(a)u(a)v(a)$. The hypotheses `hu0` and `hv0` say that neither function vanishes on $[a,b]$.

```lean
/-- Where `u` and `v` do not vanish, `d u v` equals the Wronskian. -/
theorem error_mul_eq_wronskian {x : ℝ} (hux : u x ≠ 0) (hvx : v x ≠ 0) :
    logDerivError u du v dv x * u x * v x = wronskian u du v dv x := by
  unfold logDerivError wronskian
  field_simp

/-- For nonvanishing solutions the product `d u v` is constant on `[a, b]`. -/
theorem error_mul_const (hu : IsSolution q u du a b) (hv : IsSolution q v dv a b)
    (hu0 : ∀ x ∈ Icc a b, u x ≠ 0) (hv0 : ∀ x ∈ Icc a b, v x ≠ 0) {r : ℝ} (hr : r ∈ Icc a b) :
    logDerivError u du v dv r * u r * v r = logDerivError u du v dv a * u a * v a := by
  have ha : a ∈ Icc a b := ⟨le_rfl, hr.1.trans hr.2⟩
  rw [error_mul_eq_wronskian (hu0 r hr) (hv0 r hr), error_mul_eq_wronskian (hu0 a ha) (hv0 a ha),
    wronskian_const hu hv hr]
```

If the constant is zero, $d(r)u(r)v(r) = 0$ with $u(r), v(r) \neq 0$ forces $d(r)=0$ at every $r$. If it is nonzero, no $d(r)$ can vanish. The `by_cases` below makes this split.

```lean
/-- For nonvanishing solutions `d` vanishes everywhere on `[a, b]` or nowhere on it. -/
theorem error_zero_everywhere_or_nowhere (hu : IsSolution q u du a b)
    (hv : IsSolution q v dv a b) (hu0 : ∀ x ∈ Icc a b, u x ≠ 0) (hv0 : ∀ x ∈ Icc a b, v x ≠ 0) :
    (∀ r ∈ Icc a b, logDerivError u du v dv r = 0) ∨
      (∀ r ∈ Icc a b, logDerivError u du v dv r ≠ 0) := by
  by_cases hW : logDerivError u du v dv a * u a * v a = 0
  · left
    intro r hr
    have h := (error_mul_const hu hv hu0 hv0 hr).trans hW
    exact (mul_eq_zero.1 ((mul_eq_zero.1 h).resolve_right (hv0 r hr))).resolve_right (hu0 r hr)
  · right
    intro r hr h0
    apply hW
    rw [← error_mul_const hu hv hu0 hv0 hr, h0, zero_mul, zero_mul]
```

**Q.** At scattering energies the solutions oscillate. Excluding nodes removes the case I care about.

**A.** It restricts it. At a node of $u$ or $v$ a logarithmic derivative has a pole and $d$ has no value, and across a node of $u$ the integral $I$ diverges. The results on $d$ therefore apply on an interval lying between nodes of both functions, and they exclude $a=0$ for solutions regular at the origin, where $u(0)=0$. Carrying a mismatch through a node is not covered, though $W$ stays constant there.

**Q.** Where does $\int 1/u^2$ come from?

**A.** From the quotient rule: $(v/u)' = (v'u - v u')/u^2 = W/u^2$, and $W$ is constant, so

$$\frac{v(b)}{u(b)} = \frac{v(a)}{u(a)} + W I .$$

In `ratio_propagation`, `fun_div` is the quotient rule, the rewrite with `wronskian_const` identifies $W$ at the interior point with $W(a)$, and `hi` shows the integrand continuous, hence integrable. Only $u$ has to be nodeless here; `hab` is $a \le b$.

```lean
/-- If `u` has no node on `[a, b]`, the ratio `v/u` changes from `a` to `b` by the Wronskian
times `∫ 1/u²`. -/
theorem ratio_propagation (hab : a ≤ b) (hu : IsSolution q u du a b)
    (hv : IsSolution q v dv a b) (hu0 : ∀ x ∈ Icc a b, u x ≠ 0) :
    v b / u b = v a / u a + wronskian u du v dv a * ∫ x in a..b, 1 / u x ^ 2 := by
  have hc : ContinuousOn (fun x => v x / u x) (Icc a b) := hv.cont.div hu.cont hu0
  -- (v/u)' = W / u² with W constant
  have hd : ∀ x ∈ Ioo a b,
      HasDerivAt (fun x => v x / u x) (wronskian u du v dv a * (1 / u x ^ 2)) x := by
    intro x hx
    have hx' : x ∈ Icc a b := Ioo_subset_Icc_self hx
    refine ((hv.first x hx).fun_div (hu.first x hx) (hu0 x hx')).congr_deriv ?_
    rw [← wronskian_const hu hv hx']
    unfold wronskian
    ring
  have hi : ContinuousOn (fun x => wronskian u du v dv a * (1 / u x ^ 2)) (Icc a b) :=
    continuousOn_const.mul
      (continuousOn_const.div (hu.cont.pow 2) (fun x hx => pow_ne_zero 2 (hu0 x hx)))
  have h := intervalIntegral.integral_eq_sub_of_hasDerivAt_of_le hab hc hd
    (hi.intervalIntegrable_of_Icc hab)
  rw [intervalIntegral.integral_const_mul] at h
  linarith
```

Now take $d(a)\neq 0$. Then $W \ne 0$ and $d(b) \neq 0$. From $d\,u\,v = W$ we get $u^2 d = W u/v$, so $1/(u^2 d) = (v/u)/W$ at both ends. Dividing the ratio formula by $W$ turns its three terms into $1/(u(b)^2 d(b))$, $1/(u(a)^2 d(a))$ and $I$. The helper `e` is the identity $1/(u^2 d) = (v/u)/W$, and the closing `rw` uses it at $b$ and at $a$, inserts the ratio formula and cancels $W$. Lean sets $1/0=0$, so the theorem states $d(b) \ne 0$ alongside the equation, and the left side is a true reciprocal.

```lean
/-- Exact propagation law: for nonvanishing solutions with `d(a) ≠ 0`, also `d(b) ≠ 0` and
`1/(u(b)² d(b)) = 1/(u(a)² d(a)) + ∫ 1/u²`. -/
theorem inverse_error_propagation (hab : a ≤ b) (hu : IsSolution q u du a b)
    (hv : IsSolution q v dv a b) (hu0 : ∀ x ∈ Icc a b, u x ≠ 0) (hv0 : ∀ x ∈ Icc a b, v x ≠ 0)
    (hd : logDerivError u du v dv a ≠ 0) :
    logDerivError u du v dv b ≠ 0 ∧
      1 / (u b ^ 2 * logDerivError u du v dv b) =
        1 / (u a ^ 2 * logDerivError u du v dv a) + ∫ x in a..b, 1 / u x ^ 2 := by
  have ha : a ∈ Icc a b := ⟨le_rfl, hab⟩
  have hb : b ∈ Icc a b := ⟨hab, le_rfl⟩
  have hdb : logDerivError u du v dv b ≠ 0 := by
    rcases error_zero_everywhere_or_nowhere hu hv hu0 hv0 with h | h
    · exact absurd (h a ha) hd
    · exact h b hb
  have hWa := error_mul_eq_wronskian (du := du) (dv := dv) (hu0 a ha) (hv0 a ha)
  have hWb := (error_mul_const hu hv hu0 hv0 hb).trans hWa
  have hW : wronskian u du v dv a ≠ 0 := by
    rw [← hWa]
    exact mul_ne_zero (mul_ne_zero hd (hu0 a ha)) (hv0 a ha)
  -- 1/(u² d) = (v/u)/W
  have e : ∀ D U V W : ℝ, D * U * V = W → D ≠ 0 → U ≠ 0 → V ≠ 0 →
      1 / (U ^ 2 * D) = V / U / W := by
    intro D U V W h hD hU hV
    subst h
    field_simp
  refine ⟨hdb, ?_⟩
  rw [e _ _ _ _ hWb hdb (hu0 b hb) (hv0 b hb), e _ _ _ _ hWa hd (hu0 a ha) (hv0 a ha),
    ratio_propagation hab hu hv hu0, add_div, mul_div_cancel_left₀ _ hW]
```

**Q.** My wavefunctions are normalised and yours are not. I also want $d(b)$ itself.

**A.** Normalisation drops out. Rescaling $u \to c\,u$ with $c \neq 0$ leaves $d$ unchanged and multiplies all three terms by $1/c^2$, and the scale of $v$ never enters, so normalised functions obey the same equation. To solve for $d(b)$, put $F = 1 + u(a)^2 d(a)\, I$, which is dimensionless and independent of both scales. Multiply the ratio formula by $u(a)/v(a)$ and use $W\,u(a)/v(a) = u(a)^2 d(a)$:

$$F = \frac{v(b)}{u(b)}\,\frac{u(a)}{v(a)} \neq 0 .$$

Then $d(b) = d(a)\,u(a)v(a)/\big(u(b)v(b)\big)$ becomes

$$d(b) = \frac{u(a)^2}{u(b)^2}\,\frac{d(a)}{F}.$$

No division by $d$ occurred, so $d(a)=0$ is included and gives $d(b)=0$. In the proof, `key` is the expression for $F$ and `hdb` is the constant product solved for $d(b)$.

```lean
/-- Solved form for nonvanishing solutions: the factor `1 + u(a)² d(a) ∫ 1/u²` is nonzero and
`d(b)` equals `(u(a)²/u(b)²) d(a)` divided by it. -/
theorem error_propagation_solved (hab : a ≤ b) (hu : IsSolution q u du a b)
    (hv : IsSolution q v dv a b) (hu0 : ∀ x ∈ Icc a b, u x ≠ 0) (hv0 : ∀ x ∈ Icc a b, v x ≠ 0) :
    1 + u a ^ 2 * logDerivError u du v dv a * (∫ x in a..b, 1 / u x ^ 2) ≠ 0 ∧
      logDerivError u du v dv b = u a ^ 2 / u b ^ 2 * logDerivError u du v dv a /
        (1 + u a ^ 2 * logDerivError u du v dv a * ∫ x in a..b, 1 / u x ^ 2) := by
  have hua := hu0 a ⟨le_rfl, hab⟩
  have hva := hv0 a ⟨le_rfl, hab⟩
  have hub := hu0 b ⟨hab, le_rfl⟩
  have hvb := hv0 b ⟨hab, le_rfl⟩
  have hc := error_mul_const hu hv hu0 hv0 ⟨hab, le_rfl⟩
  -- the factor is the ratio of v/u at the two ends
  have key : 1 + u a ^ 2 * logDerivError u du v dv a * (∫ x in a..b, 1 / u x ^ 2) =
      v b / u b * (u a / v a) := by
    rw [ratio_propagation hab hu hv hu0, ← error_mul_eq_wronskian hua hva]
    generalize (∫ x in a..b, 1 / u x ^ 2) = I
    field_simp
  have hdb : logDerivError u du v dv b =
      logDerivError u du v dv a * u a * v a / (u b * v b) := by
    rw [eq_div_iff (mul_ne_zero hub hvb)]
    linear_combination hc
  rw [key]
  refine ⟨mul_ne_zero (div_ne_zero hvb hub) (div_ne_zero hua hva), ?_⟩
  rw [hdb]
  field_simp
```

**Q.** So the linear rule sets $F=1$. In which direction does it err?

**A.** Exchange $u$ and $v$ in the ratio formula. The Wronskian changes sign, so with $J = \int_a^b dr/v(r)^2$ we have $u(b)/v(b) = u(a)/v(a) - W J$. Multiply by $W$ and use $u^2 d = W u/v$:

$$u(b)^2 d(b) = u(a)^2 d(a) - W^2 J, \qquad W = d(a)u(a)v(a).$$

In `weighted_error_loss`, `hs` is the sign change and `ratio_propagation hab hv hu hv0` is the earlier result with the roles swapped.

```lean
/-- For nonvanishing solutions, `u(b)² d(b) = u(a)² d(a) - (d(a) u(a) v(a))² ∫ 1/v²`. -/
theorem weighted_error_loss (hab : a ≤ b) (hu : IsSolution q u du a b)
    (hv : IsSolution q v dv a b) (hu0 : ∀ x ∈ Icc a b, u x ≠ 0) (hv0 : ∀ x ∈ Icc a b, v x ≠ 0) :
    u b ^ 2 * logDerivError u du v dv b = u a ^ 2 * logDerivError u du v dv a -
      (logDerivError u du v dv a * u a * v a) ^ 2 * ∫ x in a..b, 1 / v x ^ 2 := by
  have hua := hu0 a ⟨le_rfl, hab⟩
  have hva := hv0 a ⟨le_rfl, hab⟩
  have hWa := error_mul_eq_wronskian (du := du) (dv := dv) hua hva
  have hWb := (error_mul_const hu hv hu0 hv0 ⟨hab, le_rfl⟩).trans hWa
  -- u² d = W (u/v), and exchanging u and v flips the sign of W
  have e : ∀ D U V W : ℝ, D * U * V = W → V ≠ 0 → U ^ 2 * D = W * (U / V) := by
    intro D U V W h hV
    subst h
    field_simp
  have hs : wronskian v dv u du a = -wronskian u du v dv a := by
    unfold wronskian
    ring
  rw [e _ _ _ _ hWb (hv0 b ⟨hab, le_rfl⟩), e _ _ _ _ hWa hva, hWa,
    ratio_propagation hab hv hu hv0, hs]
  ring
```

Since $W^2 J \geq 0$ (`hJ` and `hp`) and $u(b)^2>0$, it follows that $d(b) \le \big(u(a)^2/u(b)^2\big)\,d(a)$. The bound is on the signed quantity. For $d(a)>0$ one has $F \ge 1$, so the linear rule is at least as large as the true mismatch, whereas for $d(a)<0$ the true $d(b)$ is at least as negative as the linear value, so the rule gives at most $|d(b)|$. For $a<b$ and $d(a)\ne0$ these inequalities are strict; for $a=b$ the rule is exact.

```lean
/-- For nonvanishing solutions `d(b) ≤ (u(a)²/u(b)²) d(a)`. -/
theorem error_le_linear_law (hab : a ≤ b) (hu : IsSolution q u du a b)
    (hv : IsSolution q v dv a b) (hu0 : ∀ x ∈ Icc a b, u x ≠ 0) (hv0 : ∀ x ∈ Icc a b, v x ≠ 0) :
    logDerivError u du v dv b ≤ u a ^ 2 / u b ^ 2 * logDerivError u du v dv a := by
  have hub := hu0 b ⟨hab, le_rfl⟩
  have hJ : 0 ≤ ∫ x in a..b, 1 / v x ^ 2 :=
    intervalIntegral.integral_nonneg hab (fun x _ => by positivity)
  have h := weighted_error_loss hab hu hv hu0 hv0
  have hp := mul_nonneg (sq_nonneg (logDerivError u du v dv a * u a * v a)) hJ
  rw [div_mul_eq_mul_div, le_div_iff₀ (by positivity)]
  linarith
```

**Q.** What happens in the limits?

**A.** For $a=b$ both integrals vanish, $F=1$, and each law reduces to an identity. For fixed $u$ and $|u(a)^2 d(a) I| \ll 1$, expanding $1/F$ gives $d(b) = \big(u(a)^2/u(b)^2\big)\,d(a)\,\big[1 - u(a)^2 d(a) I + \dots\big]$, so the linear rule is off at second order in $d(a)$. In the other direction, a negative $d(a)$ that drives $F$ towards zero drives the ratio $v(b)/v(a)$ towards zero (with $u$ fixed), so the blow-up of $d(b)$ signals a node of $v$ reaching $b$. The expansion here and the evaluated integrals in the exponential example at the end are my own algebra on top of the theorems, not statements in the file.

**Q.** Nothing so far mentions norm conservation, and how would any of this enter a code?

**A.** Norm conservation concerns how the mismatch at $r_c$ depends on $E$ near the reference energy. Here $E$ is never varied and $d(a)$ is an input; phase shifts are not defined either. What the result addresses is the choice of test radius. A transferability test integrates both radial equations outward at each energy and compares logarithmic derivatives at a radius beyond $r_c$. Given $u$ on the grid, a quadrature for $I$ converts the mismatch at $a$ into the mismatch at $b$ without integrating $v$ further, provided no node of either function lies between. A code that works with $R = u/r$ has $R'/R = u'/u - 1/r$, and the extra term cancels in $d$. A drift of $u v' - u' v$ along the grid beyond $r_c$ reveals numerical error or a remaining difference between the two potentials there, but a constant value does not certify accuracy (a scheme whose step matrices have determinant one conserves it exactly); discretisation error is not treated by the theorems.

**Q.** Give me one pair that satisfies everything with $d \neq 0$.

**A.** Take $q=\kappa^2$ with a constant $\kappa\ne0$, which is $l=0$, $V=0$ and $E = -\hbar^2\kappa^2/2m$, a classically forbidden region with decay length $1/|\kappa|$. Then $u=e^{\kappa r}$ and $v=e^{-\kappa r}$ are nodeless solutions on any interval, and $d = -\kappa-\kappa = -2\kappa$ at every $r$. The helper `sol` differentiates $e^{kr}$ twice for any $k$ with $k^2=\kappa^2$ and is used at $k=\pm\kappa$. Inserting the pair into the law, $I = (e^{-2\kappa a} - e^{-2\kappa b})/2\kappa$, and adding $-e^{-2\kappa a}/2\kappa$ gives $-e^{-2\kappa b}/2\kappa = 1/(u(b)^2 d(b))$. Here $F = e^{-2\kappa(b-a)}$ cancels the prefactor $u(a)^2/u(b)^2$ exactly: for $\kappa>0$ the linear rule predicts a mismatch that decays outward, while the true one stays at $-2\kappa$.

```lean
/-- For `q = κ²` with `κ ≠ 0`, the functions `exp(κ r)` and `exp(-κ r)` are nonvanishing
solutions on any interval, and `d = -2κ ≠ 0`. -/
theorem exponential_witness (κ a b : ℝ) (hκ : κ ≠ 0) :
    IsSolution (fun _ => κ ^ 2) (fun x => Real.exp (κ * x))
        (fun x => κ * Real.exp (κ * x)) a b ∧
      IsSolution (fun _ => κ ^ 2) (fun x => Real.exp (-κ * x))
        (fun x => -κ * Real.exp (-κ * x)) a b ∧
      (∀ x, Real.exp (κ * x) ≠ 0 ∧ Real.exp (-κ * x) ≠ 0) ∧
      (∀ r, logDerivError (fun x => Real.exp (κ * x)) (fun x => κ * Real.exp (κ * x))
        (fun x => Real.exp (-κ * x)) (fun x => -κ * Real.exp (-κ * x)) r = -2 * κ) ∧
      -2 * κ ≠ 0 := by
  have sol : ∀ k : ℝ, k ^ 2 = κ ^ 2 → IsSolution (fun _ => κ ^ 2) (fun x => Real.exp (k * x))
      (fun x => k * Real.exp (k * x)) a b := by
    intro k hk
    have h1 : ∀ x, HasDerivAt (fun x => Real.exp (k * x)) (k * Real.exp (k * x)) x := fun x =>
      (((hasDerivAt_id' x).const_mul k).exp).congr_deriv (by ring)
    refine ⟨by fun_prop, by fun_prop, fun x _ => h1 x, fun x _ => ?_⟩
    refine ((h1 x).const_mul k).congr_deriv ?_
    show k * (k * Real.exp (k * x)) = κ ^ 2 * Real.exp (k * x)
    linear_combination Real.exp (k * x) * hk
  refine ⟨sol κ rfl, sol (-κ) (by ring), fun x => ⟨Real.exp_ne_zero _, Real.exp_ne_zero _⟩,
    fun r => ?_, mul_ne_zero (by norm_num) hκ⟩
  show -κ * Real.exp (-κ * r) / Real.exp (-κ * r) - κ * Real.exp (κ * r) / Real.exp (κ * r) = _
  rw [mul_div_cancel_right₀ _ (Real.exp_ne_zero (-κ * r)),
    mul_div_cancel_right₀ _ (Real.exp_ne_zero (κ * r))]
  ring

end

end LogDerivErrorPropagation
```

```lean
#print axioms LogDerivErrorPropagation.inverse_error_propagation
#print axioms LogDerivErrorPropagation.error_propagation_solved
#print axioms LogDerivErrorPropagation.error_le_linear_law
```

```
'LogDerivErrorPropagation.inverse_error_propagation' depends on axioms: [propext, Classical.choice, Quot.sound]
'LogDerivErrorPropagation.error_propagation_solved' depends on axioms: [propext, Classical.choice, Quot.sound]
'LogDerivErrorPropagation.error_le_linear_law' depends on axioms: [propext, Classical.choice, Quot.sound]
```
